# For fixed gapped transitions of nonnegative strength, the q = 0 head of the RPA energy is at most zero and scales as 1/N_k

In a gapped system, take the $q=0$ head of the dielectric matrix without its coupling to the other matrix elements. Its contribution to the random-phase-approximation (RPA) correlation energy per unit cell is a constant divided by the number of mesh points, if the finite set of transitions in the dielectric function is held fixed. For nonnegative transition strengths that are not all zero the constant is strictly negative, so leaving this term out raises the energy on the same mesh. A double sum over pairs of transitions bounds the term on both sides, and the two bounds differ by a factor of the static dielectric constant without local-field effects.

## The model and its symbols

The index $n$ runs over a finite set `ι` of transitions.

```lean
import Mathlib

open MeasureTheory Set Filter Topology

namespace RPAHeadTerm

noncomputable section

variable {ι : Type*} [Fintype ι]
```

Each transition has a strength $f_n\ge 0$ and an energy $D_n>0$, with $\hbar=1$. The strength has the unit of an energy squared; it is proportional to $D_n$ and to the squared dipole matrix element along the direction in which $q\to0$ is taken, and it contains the Coulomb prefactor. One such direction is fixed throughout. At imaginary frequency $w$ the head of the dielectric function is
$$\varepsilon(w)=1+\sum_n\frac{f_n}{w^2+D_n^2}.$$

```lean
/-- Head of the dielectric function at imaginary frequency `w`, with strengths `f n` and
transition energies `D n ≠ 0`. -/
def eps (f D : ι → ℝ) (w : ℝ) : ℝ := 1 + ∑ n, f n / (w ^ 2 + D n ^ 2)
```

The RPA integrand is $L(w)=\ln\varepsilon(w)+1-\varepsilon(w)$, a scalar because only the head of the dielectric matrix is kept. The wings of the matrix, which couple the head to the other elements in the full logarithm, are neglected.

```lean
/-- The RPA integrand `ln eps + 1 - eps` of the head, for strengths `f n ≥ 0` and transition
energies `D n ≠ 0`. -/
def headIntegrand (f D : ι → ℝ) (w : ℝ) : ℝ := Real.log (eps f D w) + 1 - eps f D w
```

With $N_k\ge1$ points in the full, uniformly weighted mesh (`ℕ+` in Lean), the head term per unit cell is
$$H(N_k)=\frac{1}{N_k}\,\frac{1}{2\pi}\int_0^\infty L(w)\,dw .$$

```lean
/-- The `q = 0` head contribution to the RPA correlation energy on a mesh of `Nk` points, for
strengths `f n ≥ 0` and transition energies `D n ≠ 0`. -/
def headTerm (Nk : ℕ+) (f D : ι → ℝ) : ℝ :=
  1 / ((Nk : ℕ) : ℝ) * (1 / (2 * Real.pi)) * ∫ w in Ioi (0 : ℝ), headIntegrand f D w
```

The pair sum is $P=\sum_{n,m} f_nf_m/\big(D_nD_m(D_n+D_m)\big)$.

```lean
/-- The double sum of `f n f m / (D n D m (D n + D m))` over pairs of transitions,
for transition energies `D n > 0`. -/
def pairSum (f D : ι → ℝ) : ℝ := ∑ n, ∑ m, f n * f m / (D n * D m * (D n + D m))
```

The sign conditions on $f_n$ and $D_n$ are hypotheses of the theorems, not parts of the definitions. The condition $D_n>0$ stands for a gap, so the intraband (Drude) response of a metal is not covered. Nor is the change of $f_n$ and $D_n$ with the mesh, or any other finite-size error.

## (a) Two bounds on the logarithm

Show that for $x\ge0$
$$-\frac{x^2}{2}\le\ln(1+x)-x\le-\frac{x^2}{2(1+x)} .$$

**Solution.** The function $\ln(1+x)-2x/(x+2)$ vanishes at $0$ and has derivative $x^2/\big((1+x)(x+2)^2\big)\ge0$, so $\ln(1+x)\ge 2x/(x+2)$. Since
$$\frac{2x}{x+2}-\Big(x-\frac{x^2}{2}\Big)=\frac{x^3}{2(x+2)}\ge0,$$
the lower bound follows. For the upper bound, put $t=\ln(1+x)$ in $t\le\sinh t$, valid for $t\ge0$:
$$\ln(1+x)-x\le\frac12\Big(1+x-\frac1{1+x}\Big)-x=-\frac{x^2}{2(1+x)} .$$
Lean takes the first logarithm inequality and $t\le\sinh t$ from Mathlib; the rest is this algebra.

```lean
/-- For `x ≥ 0`, the difference `ln (1 + x) - x` lies between `-x²/2` and `-x²/(2(1 + x))`. -/
theorem log_bounds {x : ℝ} (hx : 0 ≤ x) :
    -(x ^ 2 / 2) ≤ Real.log (1 + x) - x ∧
      Real.log (1 + x) - x ≤ -(x ^ 2 / (2 * (1 + x))) := by
  constructor
  · have h := Real.le_log_one_add_of_nonneg hx
    have h2 : x - x ^ 2 / 2 ≤ 2 * x / (x + 2) := by
      rw [le_div_iff₀ (by positivity)]
      nlinarith [pow_nonneg hx 3]
    linarith
  · -- `t ≤ sinh t` at `t = ln (1 + x)`
    have h := Real.self_le_sinh_iff.2 (Real.log_nonneg (by linarith : 1 ≤ 1 + x))
    rw [Real.sinh_log (by linarith)] at h
    have hne : 1 + x ≠ 0 := by positivity
    have e : (1 + x - (1 + x)⁻¹) / 2 - x = -(x ^ 2 / (2 * (1 + x))) := by
      field_simp
      ring
    linarith
```

## (b) Integrating from an antiderivative

Let $g'\ge0$ and $g(w)\to l$ as $w\to\infty$. Show that $g'$ is integrable over $w>0$ and
$$\int_0^\infty g'(w)\,dw=l-g(0).$$

**Solution.** For finite $R$ the integral is $g(R)-g(0)$, which tends to $l-g(0)$. As the integrand is nonnegative, this limit also gives absolute convergence, which is what `IntegrableOn` on `Ioi 0` expresses.

```lean
/-- A nonnegative function on the frequency axis whose antiderivative `g` tends to `l` is
integrable over `w > 0`, with integral `l - g 0`. -/
theorem halfLine_integral {g g' : ℝ → ℝ} {l : ℝ} (hd : ∀ w, HasDerivAt g (g' w) w)
    (h0 : ∀ w, 0 ≤ g' w) (hl : Tendsto g atTop (𝓝 l)) :
    IntegrableOn g' (Ioi 0) ∧ ∫ w in Ioi (0 : ℝ), g' w = l - g 0 :=
  ⟨integrableOn_Ioi_deriv_of_nonneg' (fun x _ => hd x) (fun x _ => h0 x) hl,
    integral_Ioi_of_hasDerivAt_of_nonneg' (fun x _ => hd x) (fun x _ => h0 x) hl⟩
```

## (c) The product of two Lorentzians

For $a,b>0$, including $a=b$, show that the following integral converges with
$$\int_0^\infty\frac{dw}{(w^2+a^2)(w^2+b^2)}=\frac{\pi}{2ab(a+b)} .$$

**Solution.** If $a\ne b$, partial fractions give the antiderivative
$$\frac{1}{b^2-a^2}\Big(\frac{\arctan(w/a)}{a}-\frac{\arctan(w/b)}{b}\Big).$$
It vanishes at $0$ and tends to
$$\frac{\pi}{2}\,\frac{1}{b^2-a^2}\,\frac{b-a}{ab}=\frac{\pi}{2ab(a+b)} .$$
If $a=b$, an antiderivative is
$$\frac{w}{2a^2(w^2+a^2)}+\frac{\arctan(w/a)}{2a^3},$$
which rises from $0$ to $\pi/(4a^3)$, the same formula at $a=b$. Part (b) finishes both cases. In the code, `der` and `lim` supply the derivative and limit of the arctangent, and `by_cases` separates the two antiderivatives.

```lean
/-- The frequency integral of a product of two Lorentzians with widths `a, b > 0` converges
and equals `π / (2ab(a + b))`. -/
theorem lorentzian_pair {a b : ℝ} (ha : 0 < a) (hb : 0 < b) :
    IntegrableOn (fun w : ℝ => 1 / ((w ^ 2 + a ^ 2) * (w ^ 2 + b ^ 2))) (Ioi 0) ∧
      ∫ w in Ioi (0 : ℝ), 1 / ((w ^ 2 + a ^ 2) * (w ^ 2 + b ^ 2)) =
        Real.pi / (2 * a * b * (a + b)) := by
  have h0 : ∀ w : ℝ, 0 ≤ 1 / ((w ^ 2 + a ^ 2) * (w ^ 2 + b ^ 2)) := fun w => by positivity
  have der : ∀ c : ℝ, 0 < c → ∀ w : ℝ,
      HasDerivAt (fun w => Real.arctan (w / c)) (c / (w ^ 2 + c ^ 2)) w := by
    intro c hc w
    refine ((hasDerivAt_id' w).div_const c).arctan.congr_deriv ?_
    have e : 1 + (w / c) ^ 2 = (w ^ 2 + c ^ 2) / c ^ 2 := by
      rw [div_pow, add_div, div_self (pow_ne_zero 2 hc.ne')]
      ring
    rw [e]
    field_simp
  have lim : ∀ c : ℝ, 0 < c →
      Tendsto (fun w => Real.arctan (w / c)) atTop (𝓝 (Real.pi / 2)) := fun c hc =>
    (Real.tendsto_arctan_atTop.mono_right nhdsWithin_le_nhds).comp
      (tendsto_id.atTop_div_const hc)
  by_cases hab : a = b
  · subst hab
    have hr : Tendsto (fun w : ℝ => w / (w ^ 2 + a ^ 2)) atTop (𝓝 0) := by
      refine squeeze_zero' ?_ ?_ tendsto_inv_atTop_zero <;>
        filter_upwards [eventually_gt_atTop 0] with w hw
      · positivity
      · rw [inv_eq_one_div, div_le_div_iff₀ (by positivity) hw]
        nlinarith [sq_nonneg a]
    have hd : ∀ w : ℝ, HasDerivAt (fun w => 1 / (2 * a ^ 2) * (w / (w ^ 2 + a ^ 2)) +
        1 / (2 * a ^ 3) * Real.arctan (w / a)) (1 / ((w ^ 2 + a ^ 2) * (w ^ 2 + a ^ 2))) w := by
      intro w
      have hw : w ^ 2 + a ^ 2 ≠ 0 := by positivity
      have h := (((hasDerivAt_id' w).fun_div ((hasDerivAt_pow 2 w).add_const (a ^ 2))
        hw).const_mul (1 / (2 * a ^ 2))).fun_add ((der a ha w).const_mul (1 / (2 * a ^ 3)))
      refine h.congr_deriv ?_
      norm_num
      field_simp
      ring
    have h := halfLine_integral hd h0 ((hr.const_mul _).add ((lim a ha).const_mul _))
    refine ⟨h.1, h.2.trans ?_⟩
    simp only [zero_div, Real.arctan_zero, mul_zero, add_zero, zero_add, sub_zero]
    field_simp
    ring
  · -- partial fractions
    have hne : b ^ 2 - a ^ 2 ≠ 0 := by
      rw [sq_sub_sq]
      exact mul_ne_zero (by positivity) (sub_ne_zero.2 (Ne.symm hab))
    have hd : ∀ w : ℝ, HasDerivAt (fun w => 1 / (b ^ 2 - a ^ 2) *
        (Real.arctan (w / a) / a - Real.arctan (w / b) / b))
        (1 / ((w ^ 2 + a ^ 2) * (w ^ 2 + b ^ 2))) w := by
      intro w
      have h := (((der a ha w).div_const a).fun_sub
        ((der b hb w).div_const b)).const_mul (1 / (b ^ 2 - a ^ 2))
      refine h.congr_deriv ?_
      field_simp
      ring
    have h := halfLine_integral hd h0
      ((((lim a ha).div_const a).sub ((lim b hb).div_const b)).const_mul _)
    refine ⟨h.1, h.2.trans ?_⟩
    simp only [zero_div, Real.arctan_zero, mul_zero, sub_zero]
    field_simp
    ring
```

## (d) The square of the polarisation part

Show that $(\varepsilon-1)^2$ is integrable over $w>0$ and
$$\int_0^\infty(\varepsilon(w)-1)^2\,dw=\frac{\pi}{2}P .$$

**Solution.** Expand the square:
$$(\varepsilon-1)^2=\sum_{n,m}\frac{f_nf_m}{(w^2+D_n^2)(w^2+D_m^2)} .$$
By (c) with $a=D_n$, $b=D_m$, each term integrates to $\pi f_nf_m/\big(2D_nD_m(D_n+D_m)\big)$. Summing gives the result, whatever the signs of the strengths. Lean performs the expansion in `e` and then exchanges the finite sums with the integral.

```lean
/-- For transition energies `D n > 0`, the square of `eps - 1` is integrable over `w > 0`,
and its integral is `π/2` times the pair sum. -/
theorem integral_sq {f D : ι → ℝ} (hD : ∀ n, 0 < D n) :
    IntegrableOn (fun w => (eps f D w - 1) ^ 2) (Ioi 0) ∧
      ∫ w in Ioi (0 : ℝ), (eps f D w - 1) ^ 2 = Real.pi / 2 * pairSum f D := by
  have e : (fun w => (eps f D w - 1) ^ 2) = fun w => ∑ n, ∑ m,
      f n * f m * (1 / ((w ^ 2 + D n ^ 2) * (w ^ 2 + D m ^ 2))) := by
    funext w
    rw [show eps f D w - 1 = ∑ n, f n / (w ^ 2 + D n ^ 2) by simp [eps],
      sq (∑ n, f n / (w ^ 2 + D n ^ 2)), Finset.sum_mul_sum]
    refine Finset.sum_congr rfl fun n _ => Finset.sum_congr rfl fun m _ => ?_
    rw [div_mul_div_comm, mul_one_div]
  have hi : ∀ n m, Integrable (fun w : ℝ => f n * f m *
      (1 / ((w ^ 2 + D n ^ 2) * (w ^ 2 + D m ^ 2)))) (volume.restrict (Ioi 0)) :=
    fun n m => Integrable.const_mul (lorentzian_pair (hD n) (hD m)).1 _
  rw [e]
  refine ⟨integrable_finsetSum _ fun n _ => integrable_finsetSum _ fun m _ => hi n m, ?_⟩
  rw [integral_finsetSum _ fun n _ => integrable_finsetSum _ fun m _ => hi n m,
    pairSum, Finset.mul_sum]
  refine Finset.sum_congr rfl fun n _ => ?_
  rw [integral_finsetSum _ fun m _ => hi n m, Finset.mul_sum]
  refine Finset.sum_congr rfl fun m _ => ?_
  rw [integral_const_mul, (lorentzian_pair (hD n) (hD m)).2, div_mul_div_comm,
    ← mul_div_assoc, mul_comm (f n * f m) Real.pi,
    show 2 * D n * D m * (D n + D m) = 2 * (D n * D m * (D n + D m)) by ring]
```

## (e) At imaginary frequency the dielectric function is at least one

For $f_n\ge0$, show that
$$\varepsilon(w)\ge1 .$$

**Solution.** Every term $f_n/(w^2+D_n^2)$ is nonnegative, hence so is their sum. This is a property of the imaginary axis: at real frequencies $w^2$ changes sign, and the dielectric function falls below one just above a transition of nonzero strength.

```lean
/-- For strengths `f n ≥ 0`, the dielectric function is at least one. -/
theorem one_le_eps {f D : ι → ℝ} (hf : ∀ n, 0 ≤ f n) (w : ℝ) : 1 ≤ eps f D w := by
  unfold eps
  exact le_add_of_nonneg_right
    (Finset.sum_nonneg fun n _ => div_nonneg (hf n) (by positivity))
```

## (f) Bounds at each frequency

Show that
$$-\tfrac12(\varepsilon(w)-1)^2\le L(w)\le-\frac{(\varepsilon(w)-1)^2}{2\,\varepsilon(0)} .$$

**Solution.** Put $x=\varepsilon(w)-1$, nonnegative by (e), into (a). Then $L=\ln(1+x)-x$, and the lower bound is immediate. The upper bound from (a) has $\varepsilon(w)$ in the denominator. Since $w^2+D_n^2\ge D_n^2$, each term of the sum is largest at $w=0$, so $\varepsilon(w)\le\varepsilon(0)$, and the larger denominator gives a weaker bound that is still valid. This monotonicity is `hmono` in the code.

```lean
/-- For `f n ≥ 0` and `D n > 0`, the integrand at each frequency lies between
`-(eps - 1)²/2` and the same quantity divided by the static value `eps 0`. -/
theorem integrand_bounds {f D : ι → ℝ} (hf : ∀ n, 0 ≤ f n) (hD : ∀ n, 0 < D n) (w : ℝ) :
    -(1 / 2) * (eps f D w - 1) ^ 2 ≤ headIntegrand f D w ∧
      headIntegrand f D w ≤ -(1 / (2 * eps f D 0)) * (eps f D w - 1) ^ 2 := by
  have h1w : 1 ≤ eps f D w := one_le_eps hf w
  -- screening is strongest in the static limit
  have hmono : eps f D w ≤ eps f D 0 := by
    unfold eps
    refine add_le_add le_rfl (Finset.sum_le_sum fun n _ => ?_)
    have := hD n
    exact div_le_div_of_nonneg_left (hf n) (by positivity) (by nlinarith [sq_nonneg w])
  obtain ⟨h1, h2⟩ := log_bounds (sub_nonneg.2 h1w)
  rw [show 1 + (eps f D w - 1) = eps f D w by ring] at h1 h2
  have h3 : (eps f D w - 1) ^ 2 / (2 * eps f D 0) ≤ (eps f D w - 1) ^ 2 / (2 * eps f D w) :=
    div_le_div_of_nonneg_left (sq_nonneg _) (by linarith) (by linarith)
  unfold headIntegrand
  constructor
  · linarith
  · rw [neg_mul, one_div_mul_eq_div]
    linarith
```

## (g) The sign of a pair

For $f_n\ge0$ and $D_n>0$, show that
$$\frac{f_nf_m}{D_nD_m(D_n+D_m)}\ge0 .$$

**Solution.** The numerator is a product of nonnegative numbers and the denominator is positive. In particular $P\ge0$.

```lean
/-- For `f n ≥ 0` and `D n > 0`, each term of the pair sum is nonnegative. -/
theorem pair_nonneg {κ : Type*} {f D : κ → ℝ} (hf : ∀ n, 0 ≤ f n) (hD : ∀ n, 0 < D n)
    (n m : κ) : 0 ≤ f n * f m / (D n * D m * (D n + D m)) :=
  div_nonneg (mul_nonneg (hf n) (hf m))
    (mul_pos (mul_pos (hD n) (hD m)) (add_pos (hD n) (hD m))).le
```

## (h) The head term between two multiples of the pair sum

Show that $L$ is integrable over $w>0$ and
$$-\frac{P}{8N_k}\le H(N_k)\le-\frac{P}{8N_k\,\varepsilon(0)}\le0 .$$

**Solution.** By (f), $|L|\le\frac12(\varepsilon-1)^2$, which is integrable by (d), and $L$ is measurable because $\varepsilon$ is continuous. Integrating the lower bound in (f) and multiplying by the prefactor gives
$$H(N_k)\ge\frac{1}{2\pi N_k}\Big(-\frac12\Big)\frac{\pi}{2}P=-\frac{P}{8N_k} .$$
The upper bound carries an extra $1/\varepsilon(0)$, and its sign follows from (g). The steps `hl` and `hu` are the two integrated inequalities.

```lean
/-- For `f n ≥ 0` and `D n > 0`, the frequency integral of the head converges. The head term
lies between `-pairSum/(8 Nk)` and `-pairSum/(8 Nk eps 0)`, and is at most zero. -/
theorem headTerm_bounds {f D : ι → ℝ} (hf : ∀ n, 0 ≤ f n) (hD : ∀ n, 0 < D n) (Nk : ℕ+) :
    IntegrableOn (headIntegrand f D) (Ioi 0) ∧
      -(1 / (8 * ((Nk : ℕ) : ℝ))) * pairSum f D ≤ headTerm Nk f D ∧
      headTerm Nk f D ≤ -(1 / (8 * ((Nk : ℕ) : ℝ) * eps f D 0)) * pairSum f D ∧
      headTerm Nk f D ≤ 0 := by
  have hN : (0 : ℝ) < ((Nk : ℕ) : ℝ) := by exact_mod_cast Nk.pos
  have hpi := Real.pi_pos
  have he : 0 < eps f D 0 := zero_lt_one.trans_le (one_le_eps hf 0)
  have hP : 0 ≤ pairSum f D :=
    Finset.sum_nonneg fun n _ => Finset.sum_nonneg fun m _ => pair_nonneg hf hD n m
  have hs := integral_sq (f := f) hD
  have hc : Continuous (eps f D) := by
    show Continuous (fun w => 1 + ∑ n, f n / (w ^ 2 + D n ^ 2))
    refine continuous_const.add (continuous_finsetSum _ fun n _ => ?_)
    have := hD n
    exact Continuous.div continuous_const (by fun_prop) (fun w => by positivity)
  have hm : Measurable (headIntegrand f D) :=
    ((Real.measurable_log.comp hc.measurable).add_const 1).sub hc.measurable
  -- the integrand is dominated by half the square of `eps - 1`
  have hint : Integrable (headIntegrand f D) (volume.restrict (Ioi 0)) := by
    refine Integrable.mono' (Integrable.const_mul hs.1 (1 / 2)) hm.aestronglyMeasurable
      (Eventually.of_forall fun w => ?_)
    obtain ⟨h1, h2⟩ := integrand_bounds hf hD w
    have h3 : 0 ≤ 1 / (2 * eps f D 0) * (eps f D w - 1) ^ 2 := by positivity
    rw [Real.norm_eq_abs, abs_le]
    constructor <;> nlinarith [sq_nonneg (eps f D w - 1)]
  have hl := integral_mono (Integrable.const_mul hs.1 (-(1 / 2))) hint
    (fun w => (integrand_bounds hf hD w).1)
  have hu := integral_mono hint (Integrable.const_mul hs.1 (-(1 / (2 * eps f D 0))))
    (fun w => (integrand_bounds hf hD w).2)
  rw [integral_const_mul, hs.2] at hl hu
  have hpre : 0 ≤ 1 / ((Nk : ℕ) : ℝ) * (1 / (2 * Real.pi)) := by positivity
  have upper : headTerm Nk f D ≤ -(1 / (8 * ((Nk : ℕ) : ℝ) * eps f D 0)) * pairSum f D := by
    refine (mul_le_mul_of_nonneg_left hu hpre).trans_eq ?_
    field_simp
    ring
  refine ⟨hint, ?_, upper, upper.trans ?_⟩
  · refine le_trans (le_of_eq ?_) (mul_le_mul_of_nonneg_left hl hpre)
    field_simp
    ring
  · rw [neg_mul]
    exact neg_nonpos.2 (by positivity)
```

## (i) The dependence on the number of mesh points at fixed transitions

Let at least one $f_n$ be nonzero. Show that
$$H(N_k)=\frac{H(1)}{N_k},\qquad H(1)<0 .$$

**Solution.** The integral does not contain $N_k$, which gives the first equation. If $f_k\neq0$, where $k$ labels a transition, then $f_k>0$, and the diagonal pair $(k,k)$ contributes $f_k^2/(2D_k^3)>0$ to $P$. The other pairs are nonnegative, so $P>0$, and the upper bound in (h) at $N_k=1$ is strictly negative.

```lean
/-- If `f n ≥ 0`, `D n > 0` and at least one strength is nonzero, the head term is a strictly
negative constant, its value for `Nk = 1`, divided by `Nk`. -/
theorem headTerm_scaling {f D : ι → ℝ} (hf : ∀ n, 0 ≤ f n) (hD : ∀ n, 0 < D n)
    (hne : ∃ n, f n ≠ 0) (Nk : ℕ+) :
    headTerm Nk f D = headTerm 1 f D / ((Nk : ℕ) : ℝ) ∧ headTerm 1 f D < 0 := by
  constructor
  · unfold headTerm
    rw [PNat.one_coe, Nat.cast_one]
    ring
  · obtain ⟨k, hk⟩ := hne
    have hk' : 0 < f k := lt_of_le_of_ne (hf k) (Ne.symm hk)
    -- the diagonal pair `(k, k)` already contributes
    have hP : 0 < pairSum f D := by
      refine Finset.sum_pos' (fun n _ => Finset.sum_nonneg fun m _ => pair_nonneg hf hD n m)
        ⟨k, Finset.mem_univ k,
          Finset.sum_pos' (fun m _ => pair_nonneg hf hD k m) ⟨k, Finset.mem_univ k, ?_⟩⟩
      have := hD k
      positivity
    have he : 0 < eps f D 0 := zero_lt_one.trans_le (one_le_eps hf 0)
    refine (headTerm_bounds hf hD 1).2.2.1.trans_lt ?_
    rw [PNat.one_coe, Nat.cast_one, neg_mul]
    exact neg_neg_of_pos (by positivity)

end

end RPAHeadTerm
```

```lean
#print axioms RPAHeadTerm.headTerm_bounds
#print axioms RPAHeadTerm.headTerm_scaling
```

```
'RPAHeadTerm.headTerm_bounds' depends on axioms: [propext, Classical.choice, Quot.sound]
'RPAHeadTerm.headTerm_scaling' depends on axioms: [propext, Classical.choice, Quot.sound]
```

## A single transition

With one transition of strength $f$ and energy $D$, the pair sum is $P=f^2/(2D^3)$ and $\varepsilon(0)=1+f/D^2$, so (h) reads
$$-\frac{f^2}{16N_kD^3}\le H(N_k)\le-\frac{f^2}{16N_kD^3\,(1+f/D^2)} .$$
For $f\ll D^2$ the ratio of the two bounds tends to one. Direct integration, which is not part of the Lean code, gives
$$H(N_k)=\frac{1}{2N_k}\Big(\sqrt{D^2+f}-D-\frac{f}{2D}\Big),$$
whose leading term for small $f$ is the lower bound.
